# High-temperature plateau of the Cahill–Pohl minimum thermal conductivity

For finitely many acoustic branches with sound velocities $v_i$ and fixed Debye temperatures $\Theta_i>0$, the Cahill–Pohl conductivity satisfies

$$\kappa(T)\;\longrightarrow\; c\,k_B n^{2/3}\sum_i v_i\quad (T\to\infty),\qquad c=\tfrac12\left(\tfrac{\pi}{6}\right)^{1/3},\quad 0.40<c<0.41 .$$

Here $T$ is the temperature, $n$ the atomic density and $k_B$ Boltzmann's constant.

## Debye waves with a half-wavelength mean free path

The model describes heat transport in a strongly disordered solid by Debye waves, each with a mean free path of half its wavelength. With the Debye relation $k_B\Theta_i=\hbar v_i(6\pi^2n)^{1/3}$ for the cutoff of each branch, where $\hbar$ is the reduced Planck constant, this gives

$$\kappa(T)=\left(\tfrac{\pi}{6}\right)^{1/3}k_B n^{2/3}\sum_i v_i\,m(\Theta_i/T),\qquad m(y)=\frac1{y^2}\int_0^y g(x)\,dx,\qquad g(x)=\frac{x^3e^x}{(e^x-1)^2}.$$

The formula is the starting point here; it is not derived from a microscopic Hamiltonian. Its plateau provides a check on numerical evaluations of $\kappa(T)$ for glasses within this Debye model.

## Bounds on the integrand

Since $2e^x(\cosh x-1)=e^{2x}-2e^x+1=(e^x-1)^2$,

$$g(x)=\frac{x^3}{2(\cosh x-1)}.$$

A differentiable function on the real line that vanishes at $0$ and has positive derivative for $x>0$ is positive for $x>0$. Starting from $\sinh x>0$, this gives in turn $\cosh x-1>0$, $\sinh x-x>0$ and $\cosh x-1-x^2/2>0$. Hence $g(x)<x$.

For the lower bound, set

$$\begin{aligned}
F_0&=5x^2+x^2\cosh x-12(\cosh x-1),\\
F_1=F_0'&=10x+2x\cosh x+x^2\sinh x-12\sinh x,\\
F_2=F_1'&=4x\sinh x+x^2\cosh x-10(\cosh x-1),\\
F_2'&=6(x\cosh x-\sinh x)+x^2\sinh x .
\end{aligned}$$

The bracket in the last line vanishes at $0$ and has derivative $x\sinh x>0$, so $F_2'>0$. As $F_2$, $F_1$ and $F_0$ all vanish at $0$, each is positive for $x>0$. Now $F_0>0$ rearranges to $(\cosh x-1)(12-x^2)<6x^2$, and multiplying by $x/[12(\cosh x-1)]$ gives $x-x^3/12<g(x)$.

## From one branch to the plateau

Integrating $x-x^3/12<g(x)<x$ over $(0,y)$ and dividing by $y^2$ yields, for every $y>0$,

$$\tfrac12-\tfrac{y^2}{48}<m(y)<\tfrac12 .$$

Also $m(y)>0$, because $g>0$. Thus $m(y)\to\tfrac12$ as $y\to0^+$. Each $\Theta_i/T$ tends to $0^+$ as $T\to\infty$, and the finite sum converges term by term. Finally, $0.8^3=0.512<\pi/6<0.551368=0.82^3$, so $0.40<c<0.41$.

If $k_B$, $n$ and all $v_i$ are nonnegative, then at every $T>0$

$$c\,k_Bn^{2/3}\sum_i v_i\left(1-\frac{\Theta_i^2}{24T^2}\right)\le\kappa(T)\le c\,k_Bn^{2/3}\sum_i v_i .$$

For a single branch with positive $v$, $n$ and $k_B$, the ratio of $\kappa$ to its plateau is $2m(\Theta/T)$. At $T=\Theta$ it already exceeds $23/24$.

## The statement in Lean

`integrand`, `branchFactor` and `plateauCoeff` are $g$, $m$ and $c$. In `minConductivity`, the finite type `ι` labels the branches, and all quantities are real numbers in consistent units. The limit $T\to\infty$ is `atTop`, and $y\to0^+$ is `𝓝[>] 0`.

The theorem `minConductivity_tendsto` assumes only $\Theta_i>0$; the sign conditions enter in `minConductivity_bounds`. The Debye relation between $\Theta_i$, $v_i$ and $n$ is not imposed, so these are independent inputs. They do not vary with temperature, which leaves out thermal expansion and softening.

```lean
import Mathlib

open Filter Topology MeasureTheory

namespace CahillPohlPlateau

noncomputable section

/-- The thermal integrand `x³ eˣ / (eˣ - 1)²` of the minimum conductivity, for `x > 0`. -/
def integrand (x : ℝ) : ℝ := x ^ 3 * Real.exp x / (Real.exp x - 1) ^ 2

/-- The branch factor `m(y) = y⁻² ∫₀^y x³ eˣ / (eˣ - 1)² dx` at reduced inverse temperature
`y = Θ/T > 0`. -/
def branchFactor (y : ℝ) : ℝ := (∫ x in (0 : ℝ)..y, integrand x) / y ^ 2

/-- The Cahill-Pohl minimum thermal conductivity at temperature `T > 0` for atomic density `n` and
acoustic branches with sound velocities `v i` and Debye temperatures `Θ i > 0`. -/
def minConductivity {ι : Type*} [Fintype ι] (kB n : ℝ) (v Θ : ι → ℝ) (T : ℝ) : ℝ :=
  (Real.pi / 6) ^ (1 / 3 : ℝ) * kB * n ^ (2 / 3 : ℝ) * ∑ i, v i * branchFactor (Θ i / T)

/-- The numerical coefficient `c = (π/6)^(1/3) / 2`. -/
def plateauCoeff : ℝ := (Real.pi / 6) ^ (1 / 3 : ℝ) / 2

/-- A function that vanishes at the origin and has positive slope for `x > 0` is positive there. -/
theorem pos_of_slope_pos {f f' : ℝ → ℝ} (h0 : f 0 = 0) (hf : ∀ x, HasDerivAt f (f' x) x)
    (hp : ∀ x, 0 < x → 0 < f' x) (x : ℝ) (hx : 0 < x) : 0 < f x := by
  have hm : StrictMonoOn f (Set.Ici 0) :=
    strictMonoOn_of_deriv_pos (convex_Ici 0)
      (fun z _ => (hf z).continuousAt.continuousWithinAt)
      (fun z hz => by
        rw [interior_Ici] at hz
        rw [(hf z).deriv]
        exact hp z hz)
  have h := hm (Set.mem_Ici.2 le_rfl) (Set.mem_Ici.2 hx.le) hx
  rwa [h0] at h

/-- For `x > 0`, `x² < 2 (cosh x - 1)` and `(cosh x - 1)(12 - x²) < 6 x²`. -/
theorem cosh_bounds (x : ℝ) (hx : 0 < x) :
    x ^ 2 < 2 * (Real.cosh x - 1) ∧ (Real.cosh x - 1) * (12 - x ^ 2) < 6 * x ^ 2 := by
  have i : ∀ z : ℝ, HasDerivAt (fun x : ℝ => x) 1 z := fun z => hasDerivAt_id' z
  have q : ∀ z : ℝ, HasDerivAt (fun x : ℝ => x ^ 2) (2 * z) z := fun z => by
    simpa using hasDerivAt_pow 2 z
  have s := Real.hasDerivAt_sinh
  have c := Real.hasDerivAt_cosh
  have sp : ∀ z : ℝ, 0 < z → 0 < Real.sinh z := fun z hz => Real.sinh_pos_iff.2 hz
  -- the upper bound on the integrand: two integrations starting from cosh x > 1
  have a2 : ∀ z : ℝ, 0 < z → 0 < Real.cosh z - 1 :=
    pos_of_slope_pos (by simp) (fun z => (c z).sub_const 1) sp
  have a1 : ∀ z : ℝ, 0 < z → 0 < Real.sinh z - z :=
    pos_of_slope_pos (by simp) (fun z => (s z).fun_sub (i z)) a2
  have e0 : ∀ z : ℝ, HasDerivAt (fun x : ℝ => Real.cosh x - 1 - 1 / 2 * x ^ 2)
      (Real.sinh z - z) z := fun z =>
    (((c z).sub_const 1).fun_sub ((q z).const_mul (1 / 2))).congr_deriv (by ring)
  have a0 := pos_of_slope_pos (by simp) e0 a1 x hx
  -- the lower bound: four integrations starting from x sinh x > 0
  have d4 : ∀ z : ℝ, HasDerivAt (fun x : ℝ => x * Real.cosh x - Real.sinh x)
      (z * Real.sinh z) z := fun z =>
    (((i z).fun_mul (c z)).fun_sub (s z)).congr_deriv (by ring)
  have p4 := pos_of_slope_pos (by simp) d4 (fun z hz => mul_pos hz (sp z hz))
  have d2 : ∀ z : ℝ, HasDerivAt
      (fun x : ℝ => 4 * (x * Real.sinh x) + x ^ 2 * Real.cosh x - 10 * (Real.cosh x - 1))
      (6 * (z * Real.cosh z - Real.sinh z) + z ^ 2 * Real.sinh z) z := fun z =>
    (((((i z).fun_mul (s z)).const_mul 4).fun_add ((q z).fun_mul (c z))).fun_sub
      (((c z).sub_const 1).const_mul 10)).congr_deriv (by ring)
  have p2 := pos_of_slope_pos (by simp) d2 (fun z hz =>
    add_pos (mul_pos (by norm_num) (p4 z hz)) (mul_pos (pow_pos hz 2) (sp z hz)))
  have d1 : ∀ z : ℝ, HasDerivAt
      (fun x : ℝ => 10 * x + 2 * (x * Real.cosh x) + x ^ 2 * Real.sinh x - 12 * Real.sinh x)
      (4 * (z * Real.sinh z) + z ^ 2 * Real.cosh z - 10 * (Real.cosh z - 1)) z := fun z =>
    (((((i z).const_mul 10).fun_add (((i z).fun_mul (c z)).const_mul 2)).fun_add
      ((q z).fun_mul (s z))).fun_sub ((s z).const_mul 12)).congr_deriv (by ring)
  have p1 := pos_of_slope_pos (by simp) d1 p2
  have d0 : ∀ z : ℝ, HasDerivAt
      (fun x : ℝ => 5 * x ^ 2 + x ^ 2 * Real.cosh x - 12 * (Real.cosh x - 1))
      (10 * z + 2 * (z * Real.cosh z) + z ^ 2 * Real.sinh z - 12 * Real.sinh z) z := fun z =>
    ((((q z).const_mul 5).fun_add ((q z).fun_mul (c z))).fun_sub
      (((c z).sub_const 1).const_mul 12)).congr_deriv (by ring)
  have p0 := pos_of_slope_pos (by simp) d0 p1 x hx
  constructor
  · linarith
  · linarith

/-- For `x > 0` the thermal integrand is positive and lies strictly between `x - x³/12` and `x`. -/
theorem integrand_bounds (x : ℝ) (hx : 0 < x) :
    0 < integrand x ∧ x - x ^ 3 / 12 < integrand x ∧ integrand x < x := by
  obtain ⟨h1, h2⟩ := cosh_bounds x hx
  have hD : 0 < 2 * (Real.cosh x - 1) := lt_trans (pow_pos hx 2) h1
  have he : Real.exp x * Real.exp (-x) = 1 := by rw [← Real.exp_add]; simp
  have hsq : Real.exp x * (2 * (Real.cosh x - 1)) = (Real.exp x - 1) ^ 2 := by
    rw [Real.cosh_eq]
    linear_combination he
  have hE : 0 < (Real.exp x - 1) ^ 2 := hsq ▸ mul_pos (Real.exp_pos x) hD
  have hk : integrand x = x ^ 3 / (2 * (Real.cosh x - 1)) := by
    rw [integrand, div_eq_div_iff hE.ne' hD.ne']
    linear_combination x ^ 3 * hsq
  rw [hk]
  refine ⟨div_pos (pow_pos hx 3) hD, ?_, ?_⟩
  · rw [lt_div_iff₀ hD]
    nlinarith [mul_pos hx (sub_pos.2 h2)]
  · rw [div_lt_iff₀ hD]
    nlinarith [mul_pos hx (sub_pos.2 h1)]

/-- The thermal integrand is integrable on `(0, y)` for every `y > 0`. -/
theorem integrand_integrable (y : ℝ) (hy : 0 < y) :
    IntervalIntegrable integrand volume 0 y := by
  have hid : IntervalIntegrable (fun x : ℝ => x) volume 0 y :=
    (by fun_prop : Continuous fun x : ℝ => x).intervalIntegrable _ _
  have hm : Measurable integrand := by
    unfold integrand
    fun_prop
  refine hid.mono_fun' hm.aestronglyMeasurable ?_
  refine (ae_restrict_iff' measurableSet_uIoc).2 (Eventually.of_forall fun x hx => ?_)
  rw [Set.uIoc_of_le hy.le] at hx
  obtain ⟨h0, _, h1⟩ := integrand_bounds x hx.1
  change ‖integrand x‖ ≤ x
  rw [Real.norm_of_nonneg h0.le]
  exact h1.le

/-- At every `y = Θ/T > 0` the branch factor is positive, exceeds `1/2 - y²/48`, and is
less than `1/2`. -/
theorem branchFactor_bounds (y : ℝ) (hy : 0 < y) :
    0 < branchFactor y ∧ 1 / 2 - y ^ 2 / 48 < branchFactor y ∧ branchFactor y < 1 / 2 := by
  have hk := integrand_integrable y hy
  have hid : IntervalIntegrable (fun x : ℝ => x) volume 0 y :=
    (by fun_prop : Continuous fun x : ℝ => x).intervalIntegrable _ _
  have h3 : IntervalIntegrable (fun x : ℝ => x ^ 3 / 12) volume 0 y :=
    (by fun_prop : Continuous fun x : ℝ => x ^ 3 / 12).intervalIntegrable _ _
  have hval : ∫ x in (0 : ℝ)..y, (x - x ^ 3 / 12) = y ^ 2 / 2 - y ^ 4 / 48 := by
    rw [intervalIntegral.integral_sub hid h3, integral_id, intervalIntegral.integral_div,
      integral_pow]
    push_cast
    ring
  have hpos : 0 < ∫ x in (0 : ℝ)..y, integrand x :=
    intervalIntegral.intervalIntegral_pos_of_pos_on hk
      (fun x hx => (integrand_bounds x hx.1).1) hy
  have hup : 0 < ∫ x in (0 : ℝ)..y, (x - integrand x) :=
    intervalIntegral.intervalIntegral_pos_of_pos_on (hid.sub hk)
      (fun x hx => sub_pos.2 (integrand_bounds x hx.1).2.2) hy
  have hlo : 0 < ∫ x in (0 : ℝ)..y, (integrand x - (x - x ^ 3 / 12)) :=
    intervalIntegral.intervalIntegral_pos_of_pos_on (hk.sub (hid.sub h3))
      (fun x hx => sub_pos.2 (integrand_bounds x hx.1).2.1) hy
  rw [intervalIntegral.integral_sub hid hk, integral_id] at hup
  rw [intervalIntegral.integral_sub hk (hid.sub h3), hval] at hlo
  have hy2 : 0 < y ^ 2 := pow_pos hy 2
  refine ⟨div_pos hpos hy2, ?_, ?_⟩
  · rw [branchFactor, lt_div_iff₀ hy2]
    linarith
  · rw [branchFactor, div_lt_iff₀ hy2]
    linarith

/-- The branch factor tends to `1/2` as `Θ/T → 0+`. -/
theorem branchFactor_tendsto : Tendsto branchFactor (𝓝[>] 0) (𝓝 (1 / 2)) := by
  have hc : Continuous (fun y : ℝ => 1 / 2 - y ^ 2 / 48) := by fun_prop
  refine tendsto_of_tendsto_of_tendsto_of_le_of_le'
    ((hc.tendsto' 0 (1 / 2) (by norm_num)).mono_left nhdsWithin_le_nhds) tendsto_const_nhds ?_ ?_
  · filter_upwards [self_mem_nhdsWithin] with y hy
    exact (branchFactor_bounds y hy).2.1.le
  · filter_upwards [self_mem_nhdsWithin] with y hy
    exact (branchFactor_bounds y hy).2.2.le

/-- The coefficient `c = (π/6)^(1/3) / 2` lies between 0.40 and 0.41. -/
theorem plateauCoeff_bounds : 0.40 < plateauCoeff ∧ plateauCoeff < 0.41 := by
  have h6 : 0 ≤ Real.pi / 6 := by positivity
  have ha : 0 ≤ (Real.pi / 6) ^ (1 / 3 : ℝ) := Real.rpow_nonneg h6 _
  have hcube : ((Real.pi / 6) ^ (1 / 3 : ℝ)) ^ 3 = Real.pi / 6 := by
    rw [← Real.rpow_natCast, ← Real.rpow_mul h6]
    norm_num
  have l : (0.8 : ℝ) < (Real.pi / 6) ^ (1 / 3 : ℝ) := by
    refine lt_of_pow_lt_pow_left₀ 3 ha ?_
    rw [hcube]
    linarith [Real.pi_gt_d2]
  have u : (Real.pi / 6) ^ (1 / 3 : ℝ) < (0.82 : ℝ) := by
    refine lt_of_pow_lt_pow_left₀ 3 (by norm_num) ?_
    rw [hcube]
    linarith [Real.pi_lt_d2]
  unfold plateauCoeff
  constructor <;> linarith

/-- If every `Θ i` is positive, the Cahill-Pohl conductivity tends to `c kB n^(2/3) ∑ v i` as `T →
∞`, with `0.40 < c < 0.41`. -/
theorem minConductivity_tendsto {ι : Type*} [Fintype ι] (kB n : ℝ) (v Θ : ι → ℝ)
    (hΘ : ∀ i, 0 < Θ i) :
    Tendsto (minConductivity kB n v Θ) atTop
      (𝓝 (plateauCoeff * kB * n ^ (2 / 3 : ℝ) * ∑ i, v i)) ∧
    0.40 < plateauCoeff ∧ plateauCoeff < 0.41 := by
  refine ⟨?_, plateauCoeff_bounds⟩
  -- each reduced inverse temperature approaches zero from above
  have hy : ∀ i, Tendsto (fun T : ℝ => Θ i / T) atTop (𝓝[>] 0) := fun i =>
    tendsto_nhdsWithin_iff.2 ⟨tendsto_const_nhds.div_atTop tendsto_id,
      (eventually_gt_atTop 0).mono fun T hT => div_pos (hΘ i) hT⟩
  have hs : Tendsto (fun T : ℝ => ∑ i, v i * branchFactor (Θ i / T)) atTop
      (𝓝 (∑ i, v i * (1 / 2))) :=
    tendsto_finsetSum _ fun i _ => (branchFactor_tendsto.comp (hy i)).const_mul (v i)
  have h := hs.const_mul ((Real.pi / 6) ^ (1 / 3 : ℝ) * kB * n ^ (2 / 3 : ℝ))
  have e : (Real.pi / 6) ^ (1 / 3 : ℝ) * kB * n ^ (2 / 3 : ℝ) * ∑ i, v i * (1 / 2)
      = plateauCoeff * kB * n ^ (2 / 3 : ℝ) * ∑ i, v i := by
    rw [← Finset.sum_mul, plateauCoeff]
    ring
  rw [e] at h
  exact h

/-- For nonnegative `kB`, `n` and `v i`, and positive `Θ i` and `T`, the conductivity is at most `c
kB n^(2/3) ∑ v i`, and at least the same expression with each `v i` multiplied by `1 - (Θ i / T)² /
24`. -/
theorem minConductivity_bounds {ι : Type*} [Fintype ι] (kB n : ℝ) (v Θ : ι → ℝ) (T : ℝ)
    (hk : 0 ≤ kB) (hn : 0 ≤ n) (hv : ∀ i, 0 ≤ v i) (hΘ : ∀ i, 0 < Θ i) (hT : 0 < T) :
    plateauCoeff * kB * n ^ (2 / 3 : ℝ) * ∑ i, v i * (1 - (Θ i / T) ^ 2 / 24)
      ≤ minConductivity kB n v Θ T ∧
    minConductivity kB n v Θ T ≤ plateauCoeff * kB * n ^ (2 / 3 : ℝ) * ∑ i, v i := by
  have hP : 0 ≤ (Real.pi / 6) ^ (1 / 3 : ℝ) * kB * n ^ (2 / 3 : ℝ) :=
    mul_nonneg (mul_nonneg (Real.rpow_nonneg (by positivity) _) hk) (Real.rpow_nonneg hn _)
  have hb := fun i => branchFactor_bounds (Θ i / T) (div_pos (hΘ i) hT)
  constructor
  · have e : ∑ i, v i * (1 - (Θ i / T) ^ 2 / 24)
        = 2 * ∑ i, v i * (1 / 2 - (Θ i / T) ^ 2 / 48) := by
      rw [Finset.mul_sum]
      exact Finset.sum_congr rfl fun i _ => by ring
    have h := mul_le_mul_of_nonneg_left (Finset.sum_le_sum fun i (_ : i ∈ Finset.univ) =>
      mul_le_mul_of_nonneg_left (hb i).2.1.le (hv i)) hP
    rw [e, plateauCoeff, minConductivity]
    linarith
  · have h := mul_le_mul_of_nonneg_left (Finset.sum_le_sum fun i (_ : i ∈ Finset.univ) =>
      mul_le_mul_of_nonneg_left (hb i).2.2.le (hv i)) hP
    rw [← Finset.sum_mul] at h
    rw [plateauCoeff, minConductivity]
    linarith

end

end CahillPohlPlateau
```

```lean
#print axioms CahillPohlPlateau.minConductivity_tendsto
#print axioms CahillPohlPlateau.minConductivity_bounds
```

```
'CahillPohlPlateau.minConductivity_tendsto' depends on axioms: [propext, Classical.choice, Quot.sound]
'CahillPohlPlateau.minConductivity_bounds' depends on axioms: [propext, Classical.choice, Quot.sound]
```

## How the proof follows the calculation

`pos_of_slope_pos` is the positivity principle, obtained from strict monotonicity on $[0,\infty)$. Its hypothesis `hf` requires differentiability on the whole real line, which the docstring leaves unsaid; this supplies the continuity at $0$ that the argument needs. `cosh_bounds` applies it repeatedly: `a2`, `a1`, `a0` form the chain for the upper bound, while `p4`, `p2`, `p1`, `p0` lead to $F_0>0$. In `integrand_bounds`, `hsq` is the exponential identity and `hk` the rewritten integrand; `lt_div_iff₀` and `div_lt_iff₀` then clear the denominators, and `nlinarith` proves the remaining inequalities.

`integrand_integrable` uses measurability and the dominating function $x$. `branchFactor_bounds` integrates the positive differences $x-g$ and $g-(x-x^3/12)$, which keeps the inequalities strict. `branchFactor_tendsto` is the squeeze argument.

`plateauCoeff_bounds` compares cubes using decimal bounds on $\pi$. In `minConductivity_tendsto`, `hy` sends each $\Theta_i/T$ to zero from above, `hs` sums the limits, and `e` absorbs the factor $\tfrac12$ into $c$. `minConductivity_bounds` multiplies the branch bounds by the nonnegative velocities, sums them, and multiplies by the nonnegative prefactor.
